# The radial $r_{12}$ integral between s Gaussians in terms of the Boys function $F_0$

For real $p>0$ and $R>0$, put $T=pR^2$ and $F_0(T)=\int_0^1 e^{-Tu^2}\,du$. Then
$$I(p,R)=\frac{\sqrt{p/\pi}}{R}\int_0^\infty r^2\left(e^{-p(r-R)^2}-e^{-p(r+R)^2}\right)dr=\frac{(2T+1)F_0(T)+e^{-T}}{\sqrt{\pi p}}.$$
The gauge term of the Breit interaction between two electrons at distance $r_{12}$ can be written, in atomic units, $-\tfrac12(\boldsymbol\alpha_1\cdot\nabla_1)(\boldsymbol\alpha_2\cdot\nabla_2)\,r_{12}$, with Dirac matrices $\boldsymbol\alpha_i$ and gradients acting on $r_{12}$ only. The quantity $I$ is the integral of its scalar kernel $r_{12}$, for two normalised spherical Gaussian densities with exponents $\zeta,\eta$, reduced exponent $p=\zeta\eta/(\zeta+\eta)$ and centres a distance $R$ apart, before any gradient or spinor structure is applied.

## From two Gaussian densities to one radial integral

Take two normalised spherical densities with exponents $\zeta,\eta>0$ at centres $\mathbf P,\mathbf Q$. The difference vector $\mathbf r=\mathbf r_1-\mathbf r_2$ is distributed as the convolution of the first density with the second reflected through the origin, $(p/\pi)^{3/2}e^{-p|\mathbf r-\mathbf R|^2}$, with reduced exponent $p=\zeta\eta/(\zeta+\eta)$ and $\mathbf R=\mathbf P-\mathbf Q$, $R=|\mathbf R|$. So $p>0$ follows from $\zeta,\eta>0$ and says that the density of the difference vector is normalisable, and $R>0$ says that the centres differ. In spherical coordinates about the axis $\mathbf R$, part (a) turns the average of a kernel $f(r)$ into
$$\frac{\sqrt{p/\pi}}{R}\int_0^\infty f(r)\,r\,S(r)\,dr,\qquad S(r)=e^{-p(r-R)^2}-e^{-p(r+R)^2}.$$
The kernel $f=r$ gives $I$, and $f=1/r$ gives the Coulomb integral $J(p,R)=\frac{\sqrt{p/\pi}}{R}\int_0^\infty S\,dr$. The Lean definitions start from these radial expressions: the six-dimensional integral, the convolution and the change to spherical coordinates motivate them and do not occur in any theorem.

```lean
import Mathlib

open MeasureTheory Set Filter Topology Real

namespace GaussianR12Integral

noncomputable section
```

`boys0 T` is $F_0(T)$.

```lean
/-- The Boys function of order zero, `F₀(T) = ∫₀¹ exp(-T u²) du`. -/
def boys0 (T : ℝ) : ℝ := ∫ u in (0 : ℝ)..1, exp (-T * u ^ 2)
```

`gaussPrim p x` is $E(x)=\int_0^x e^{-pu^2}\,du$, an oriented integral, so that negative $x$ is allowed.

```lean
/-- The incomplete Gaussian integral `E(x) = ∫₀ˣ exp(-p u²) du`. -/
def gaussPrim (p x : ℝ) : ℝ := ∫ u in (0 : ℝ)..x, exp (-p * u ^ 2)
```

`gaussShell p R r` is $S(r)$.

```lean
/-- The radial profile `exp(-p(r-R)²) - exp(-p(r+R)²)`. -/
def gaussShell (p R r : ℝ) : ℝ := exp (-p * (r - R) ^ 2) - exp (-p * (r + R) ^ 2)
```

`r12Integral p R` and `coulombIntegral p R` are $I$ and $J$; `Ioi (0 : ℝ)` is the half-line $r>0$.

```lean
/-- Radial form of the `r₁₂` integral between s Gaussians with reduced exponent `p` and
centre distance `R`. -/
def r12Integral (p R : ℝ) : ℝ := √(p / π) / R * ∫ r in Ioi (0 : ℝ), r ^ 2 * gaussShell p R r

/-- Radial form of the `1/r₁₂` integral between the same s Gaussians. -/
def coulombIntegral (p R : ℝ) : ℝ := √(p / π) / R * ∫ r in Ioi (0 : ℝ), gaussShell p R r
```

## (a) The Gaussian integrated over a sphere

*For $p,R>0$, integrate the normalised Gaussian over a sphere of radius $r$ and show that the result is $\sqrt{p/\pi}\;r\,S(r)/R$.*

With $\mu$ the cosine of the angle between $\mathbf r$ and $\mathbf R$, $|\mathbf r-\mathbf R|^2=r^2+R^2-2rR\mu$, and the surface element after the azimuthal integration is $2\pi r^2\,d\mu$. Since
$$\frac{d}{d\mu}\,\frac{e^{-p(r^2+R^2-2rR\mu)}}{2pR}=r\,e^{-p(r^2+R^2-2rR\mu)},$$
integration from $-1$ to $1$ gives $r\int_{-1}^1 e^{-p(r^2+R^2-2rR\mu)}\,d\mu=S(r)/(2pR)$. Multiplying by $(p/\pi)^{3/2}\,2\pi r$ gives the claim. In Lean, `hd` is the derivative and `hI` the integral. One factor $r$ stays with the integrand, nothing is divided by $r$, and the identity holds for every real $r$. The factor $2\pi r^2$ is part of the statement.

```lean
/-- `(p/π)^(3/2) 2π r²` times the integral of `exp(-p(r² + R² - 2rRμ))` over `-1 ≤ μ ≤ 1` (`μ` the
cosine of the polar angle) equals `√(p/π)/R` times `r` times the radial profile. -/
theorem angular_integral {p R : ℝ} (hp : 0 < p) (hR : 0 < R) (r : ℝ) :
    p / π * √(p / π) *
        (2 * π * r ^ 2 * ∫ μ in (-1 : ℝ)..1, exp (-p * (r ^ 2 + R ^ 2 - 2 * r * R * μ)))
      = √(p / π) / R * (r * gaussShell p R r) := by
  have hp' := hp.ne'
  have hR' := hR.ne'
  have hpi := pi_pos.ne'
  have hd : ∀ x : ℝ, HasDerivAt
      (fun μ => exp (-p * (r ^ 2 + R ^ 2 - 2 * r * R * μ)) / (2 * p * R))
      (r * exp (-p * (r ^ 2 + R ^ 2 - 2 * r * R * x))) x := fun x =>
    (((((hasDerivAt_id' x).const_mul (2 * r * R)).const_sub (r ^ 2 + R ^ 2)).const_mul
      (-p)).exp.div_const (2 * p * R)).congr_deriv (by field_simp)
  have hI : ∫ μ in (-1 : ℝ)..1, r * exp (-p * (r ^ 2 + R ^ 2 - 2 * r * R * μ))
      = exp (-p * (r ^ 2 + R ^ 2 - 2 * r * R * 1)) / (2 * p * R)
        - exp (-p * (r ^ 2 + R ^ 2 - 2 * r * R * (-1))) / (2 * p * R) := by
    have h := intervalIntegral.integral_eq_sub_of_hasDerivAt (a := -1) (b := 1)
      (fun x _ => hd x) (Continuous.intervalIntegrable (by fun_prop) _ _)
    exact h
  rw [intervalIntegral.integral_const_mul,
    show -p * (r ^ 2 + R ^ 2 - 2 * r * R * 1) = -p * (r - R) ^ 2 by ring,
    show -p * (r ^ 2 + R ^ 2 - 2 * r * R * (-1)) = -p * (r + R) ^ 2 by ring] at hI
  rw [show ∀ I : ℝ, 2 * π * r ^ 2 * I = 2 * π * r * (r * I) from fun I => by ring, hI]
  unfold gaussShell
  field_simp
```

## (b) Derivative of the Gaussian

*Differentiate $e^{-px^2}$.*

The chain rule gives $-2px\,e^{-px^2}$ for all real $p$ and $x$; the proof term builds the function from $x$, its square, the factor $-p$ and the exponential.

```lean
/-- The derivative of `exp(-p x²)` is `-2 p x exp(-p x²)`. -/
theorem gauss_hasDerivAt (p x : ℝ) :
    HasDerivAt (fun y => exp (-p * y ^ 2)) (exp (-p * x ^ 2) * (-p * (2 * x))) x :=
  ((((hasDerivAt_id' x).fun_pow 2).const_mul (-p)).exp).congr_deriv
    (by ring)
```

## (c) Derivative of the incomplete integral

*Show that $E'(x)=e^{-px^2}$.*

The integrand is continuous (`hc`), so the fundamental theorem of calculus applies at the upper limit.

```lean
/-- The derivative of the incomplete Gaussian integral is the Gaussian. -/
theorem gaussPrim_hasDerivAt (p x : ℝ) : HasDerivAt (gaussPrim p) (exp (-p * x ^ 2)) x := by
  have hc : Continuous fun u : ℝ => exp (-p * u ^ 2) := by fun_prop
  exact intervalIntegral.integral_hasDerivAt_right (hc.intervalIntegrable _ _)
    (hc.stronglyMeasurableAtFilter _ _) hc.continuousAt
```

## (d) The limit at infinity

*For $p>0$ and any real shift $c$, show that $E(r-c)\to\tfrac12\sqrt{\pi/p}$ as $r\to\infty$.*

The upper limit $r-c$ tends to infinity (`hb`) and the Gaussian is integrable, so $E(r-c)$ tends to $\int_0^\infty e^{-pu^2}\,du=\tfrac12\sqrt{\pi/p}$, which is Mathlib's `integral_gaussian_Ioi`.

```lean
/-- For any shift `c`, `E(r - c)` tends to `√(π/p)/2` as `r → ∞`. -/
theorem gaussPrim_tendsto {p : ℝ} (hp : 0 < p) (c : ℝ) :
    Tendsto (fun r => gaussPrim p (r - c)) atTop (𝓝 (√(π / p) / 2)) := by
  have hb : Tendsto (fun r : ℝ => r - c) atTop atTop :=
    (tendsto_atTop_add_const_right atTop (-c) tendsto_id).congr
      fun r => (sub_eq_add_neg r c).symm
  rw [← integral_gaussian_Ioi p]
  exact intervalIntegral_tendsto_integral_Ioi 0 (integrable_exp_neg_mul_sq hp).integrableOn hb
```

## (e) The incomplete integral and the Boys function

*Show that $E(R)=R\,F_0(pR^2)$ for all real $p$ and $R$.*

The substitution $u=Rv$ gives $\int_0^R e^{-pu^2}\,du=R\int_0^1 e^{-pR^2v^2}\,dv$; this is `h`. The right side is odd in $R$, hence $E(-R)=-E(R)$, which later parts use under the name `hodd`.

```lean
/-- `E(R) = R F₀(p R²)` for every real `R`. -/
theorem gaussPrim_eq_boys (p R : ℝ) : gaussPrim p R = R * boys0 (p * R ^ 2) := by
  have h := intervalIntegral.smul_integral_comp_mul_left
    (f := fun u : ℝ => exp (-p * u ^ 2)) (a := 0) (b := 1) (c := R)
  simp only [mul_zero, mul_one, smul_eq_mul] at h
  unfold gaussPrim boys0
  refine h.symm.trans (congrArg (R * ·) (intervalIntegral.integral_congr fun u _ => ?_))
  show exp _ = exp _
  congr 1
  ring
```

## (f) Second moment of a shifted Gaussian on the half-line

*For $p>0$ and real $c$, show that $r^2e^{-p(r-c)^2}$ is integrable on $r>0$ and that*
$$\int_0^\infty r^2e^{-p(r-c)^2}\,dr=\Big(c^2+\frac1{2p}\Big)\Big(\tfrac12\sqrt{\pi/p}+E(c)\Big)+\frac{c}{2p}\,e^{-pc^2}.$$

Put $x=r-c$, so that $r^2=x^2+2cx+c^2$. Integration by parts gives $E(x)/2p-x\,e^{-px^2}/2p$ as an antiderivative of $x^2e^{-px^2}$; the other two terms have antiderivatives $-c\,e^{-px^2}/p$ and $c^2E(x)$. With $x+2c=r+c$ the sum is
$$A(r)=\Big(c^2+\frac1{2p}\Big)E(r-c)-\frac{r+c}{2p}\,e^{-p(r-c)^2}.$$
For $x>0$, $px^2\le e^{px^2}$ implies $0\le x\,e^{-px^2}\le 1/(px)\to0$, and $e^{-px^2}\to0$, so by (d) $A\to(c^2+1/2p)\tfrac12\sqrt{\pi/p}$. At the lower end $A(0)=-(c^2+1/2p)E(c)-c\,e^{-pc^2}/2p$, because $E$ is odd. The difference is the stated value.

Lean verifies $A'$ by differentiation with (b) and (c) in `hd`; `hx` and `he` are the two decay statements and `hlim` is the limit of $A$. The integrand is non-negative (`hpos`) and its antiderivative has a finite limit, from which both the integrability and the value follow.

```lean
/-- `r² exp(-p(r-c)²)` is integrable on `r > 0`, with integral
`(c² + 1/(2p)) (√(π/p)/2 + E(c)) + c exp(-p c²)/(2p)`. -/
theorem shifted_second_moment {p : ℝ} (hp : 0 < p) (c : ℝ) :
    IntegrableOn (fun r : ℝ => r ^ 2 * exp (-p * (r - c) ^ 2)) (Ioi 0) ∧
    ∫ r in Ioi (0 : ℝ), r ^ 2 * exp (-p * (r - c) ^ 2)
      = (c ^ 2 + 1 / (2 * p)) * (√(π / p) / 2 + gaussPrim p c)
        + c / (2 * p) * exp (-p * c ^ 2) := by
  have hp' := hp.ne'
  -- explicit antiderivative
  have hd : ∀ x ∈ Ici (0 : ℝ), HasDerivAt
      (fun r => (c ^ 2 + 1 / (2 * p)) * gaussPrim p (r - c)
        - (r + c) / (2 * p) * exp (-p * (r - c) ^ 2)) (x ^ 2 * exp (-p * (x - c) ^ 2)) x := by
    intro x _
    have hE := (gaussPrim_hasDerivAt p (x - c)).comp_sub_const x c
    have hG := (gauss_hasDerivAt p (x - c)).comp_sub_const x c
    have hL := ((hasDerivAt_id' x).add_const c).div_const (2 * p)
    refine ((hE.const_mul (c ^ 2 + 1 / (2 * p))).fun_sub (hL.fun_mul hG)).congr_deriv ?_
    linear_combination ((x ^ 2 - c ^ 2) * exp (-p * (x - c) ^ 2)) * mul_inv_cancel₀ hp'
  -- the boundary term dies at infinity
  have hb : Tendsto (fun r : ℝ => r - c) atTop atTop :=
    (tendsto_atTop_add_const_right atTop (-c) tendsto_id).congr
      fun r => (sub_eq_add_neg r c).symm
  have hsq : Tendsto (fun x : ℝ => x ^ 2) atTop atTop := tendsto_pow_atTop two_ne_zero
  have he : Tendsto (fun x : ℝ => exp (-p * x ^ 2)) atTop (𝓝 0) :=
    tendsto_exp_atBot.comp (hsq.const_mul_atTop_of_neg (neg_lt_zero.2 hp))
  have hx : Tendsto (fun x : ℝ => x * exp (-p * x ^ 2)) atTop (𝓝 0) := by
    have hu : Tendsto (fun x : ℝ => p⁻¹ * x⁻¹) atTop (𝓝 0) := by
      have := (tendsto_inv_atTop_zero (𝕜 := ℝ)).const_mul p⁻¹
      rwa [mul_zero] at this
    refine squeeze_zero' ?_ ?_ hu
    · filter_upwards [eventually_gt_atTop (0 : ℝ)] with x hx
      positivity
    · filter_upwards [eventually_gt_atTop (0 : ℝ)] with x hx
      have hx' := hx.ne'
      have h1 : p * x ^ 2 ≤ exp (p * x ^ 2) := by linarith [add_one_le_exp (p * x ^ 2)]
      rw [neg_mul, exp_neg, ← div_eq_mul_inv, div_le_iff₀ (exp_pos _)]
      calc x = p⁻¹ * x⁻¹ * (p * x ^ 2) := by field_simp
        _ ≤ _ := mul_le_mul_of_nonneg_left h1 (by positivity)
  have hlim : Tendsto (fun r => (c ^ 2 + 1 / (2 * p)) * gaussPrim p (r - c)
        - (r + c) / (2 * p) * exp (-p * (r - c) ^ 2)) atTop
      (𝓝 ((c ^ 2 + 1 / (2 * p)) * (√(π / p) / 2) - (0 + 2 * c * 0) / (2 * p))) :=
    (((gaussPrim_tendsto hp c).const_mul _).sub
      (((hx.add (he.const_mul (2 * c))).div_const (2 * p)).comp hb)).congr
      fun r => by simp only [Function.comp]; ring
  have hpos : ∀ x ∈ Ioi (0 : ℝ), 0 ≤ x ^ 2 * exp (-p * (x - c) ^ 2) := fun x _ => by positivity
  have hodd : gaussPrim p (0 - c) = -gaussPrim p c := by
    rw [gaussPrim_eq_boys p (0 - c), gaussPrim_eq_boys p c,
      show p * (0 - c) ^ 2 = p * c ^ 2 by ring]
    ring
  refine ⟨integrableOn_Ioi_deriv_of_nonneg' hd hpos hlim,
    (integral_Ioi_of_hasDerivAt_of_nonneg' hd hpos hlim).trans ?_⟩
  rw [hodd, show (0 - c) ^ 2 = c ^ 2 by ring]
  ring
```

## (g) Second moment of the radial profile

*For $p>0$ and real $R$, show that $r^2S(r)$ is integrable on $r>0$ with integral $(2R^2+1/p)E(R)+R\,e^{-pR^2}/p$.*

Subtract (f) at $c=-R$ from (f) at $c=R$. The terms in $\sqrt{\pi/p}$ are even in $c$ and cancel. The terms in $E(c)$ and $c\,e^{-pc^2}$ are odd and double, to $2(R^2+1/2p)E(R)$ and $R\,e^{-pR^2}/p$. The step `integral_sub` splits the integral and uses the integrability of both terms from (f).

```lean
/-- `r²` times the radial profile is integrable on `r > 0`, with integral
`(2R² + 1/p) E(R) + R exp(-p R²)/p`. -/
theorem shell_second_moment {p : ℝ} (hp : 0 < p) (R : ℝ) :
    IntegrableOn (fun r : ℝ => r ^ 2 * gaussShell p R r) (Ioi 0) ∧
    ∫ r in Ioi (0 : ℝ), r ^ 2 * gaussShell p R r
      = (2 * R ^ 2 + 1 / p) * gaussPrim p R + R / p * exp (-p * R ^ 2) := by
  have h1 := shifted_second_moment hp R
  have h2 := shifted_second_moment hp (-R)
  have e : (fun r : ℝ => r ^ 2 * gaussShell p R r) = fun r =>
      r ^ 2 * exp (-p * (r - R) ^ 2) - r ^ 2 * exp (-p * (r - -R) ^ 2) := by
    funext r
    simp only [gaussShell, sub_neg_eq_add]
    ring
  have hodd : gaussPrim p (-R) = -gaussPrim p R := by
    rw [gaussPrim_eq_boys p (-R), gaussPrim_eq_boys p R, neg_sq]
    ring
  rw [e]
  refine ⟨Integrable.sub h1.1 h2.1, ?_⟩
  rw [integral_sub h1.1 h2.1, h1.2, h2.2, hodd, neg_sq]
  ring
```

## (h) The $r_{12}$ integral

*For $p,R>0$, show that $I=\big((2T+1)F_0(T)+e^{-T}\big)/\sqrt{\pi p}$.*

Insert (e) into (g), cancel $R$, and write $\sqrt{p/\pi}=p/\sqrt{\pi p}$:
$$I=\frac{p}{\sqrt{\pi p}}\left[\Big(2R^2+\frac1p\Big)F_0(T)+\frac{e^{-T}}{p}\right]=\frac{(2T+1)F_0(T)+e^{-T}}{\sqrt{\pi p}}.$$
The statement writes $T$ out as `p * R ^ 2`. The rewriting of the root is `h`, and the closing `linear_combination` cancels $R/R$ and $p/p$. The hypothesis `hR` matters: Lean sets division by zero to zero, so `r12Integral p 0` is $0$, whereas the right side at $T=0$ is $2/\sqrt{\pi p}$. The one-centre case is therefore not covered.

```lean
/-- With `T = p R²`, the radial form of the `r₁₂` integral equals `((2T + 1) F₀(T) + exp(-T)) / √(π
p)`. -/
theorem r12Integral_eq {p R : ℝ} (hp : 0 < p) (hR : 0 < R) :
    r12Integral p R = ((2 * (p * R ^ 2) + 1) * boys0 (p * R ^ 2) + exp (-(p * R ^ 2)))
      / √(π * p) := by
  have hp' := hp.ne'
  have hR' := hR.ne'
  have hpi := pi_pos.ne'
  have hs : √(π * p) ≠ 0 := (sqrt_pos.2 (mul_pos pi_pos hp)).ne'
  have h : √(p / π) = p / √(π * p) := by
    rw [eq_div_iff hs, ← Real.sqrt_mul (div_pos hp pi_pos).le,
      show p / π * (π * p) = p ^ 2 by field_simp, sqrt_sq hp.le]
  unfold r12Integral
  rw [(shell_second_moment hp R).2, gaussPrim_eq_boys, h,
    show -p * R ^ 2 = -(p * R ^ 2) by ring]
  linear_combination
    ((√(π * p))⁻¹ * (2 * p * R ^ 2 * boys0 (p * R ^ 2)
      + (boys0 (p * R ^ 2) + exp (-(p * R ^ 2))) * (p * p⁻¹))) * mul_inv_cancel₀ hR'
    + ((√(π * p))⁻¹ * (boys0 (p * R ^ 2) + exp (-(p * R ^ 2)))) * mul_inv_cancel₀ hp'
```

## (i) The Coulomb integral

*For $p,R>0$, show that $J=2\sqrt{p/\pi}\,F_0(T)$.*

By (c), $E(r-R)-E(r+R)$ is an antiderivative of $S$ (`hd`). It tends to $0$ at infinity by (d) and equals $-2E(R)$ at $r=0$, so $\int_0^\infty S\,dr=2E(R)=2RF_0(T)$ (`hv`), and the prefactor $\sqrt{p/\pi}/R$ completes the claim. The sign condition `hpos`, $S\ge0$ for $r>0$, comes from $(r+R)^2-(r-R)^2=4rR>0$.

```lean
/-- With `T = p R²`, the radial form of the `1/r₁₂` integral equals `2 √(p/π) F₀(T)`. -/
theorem coulombIntegral_eq {p R : ℝ} (hp : 0 < p) (hR : 0 < R) :
    coulombIntegral p R = 2 * √(p / π) * boys0 (p * R ^ 2) := by
  have hR' := hR.ne'
  have hd : ∀ x ∈ Ici (0 : ℝ), HasDerivAt
      (fun r => gaussPrim p (r - R) - gaussPrim p (r - -R)) (gaussShell p R x) x := fun x _ =>
    (((gaussPrim_hasDerivAt p (x - R)).comp_sub_const x R).fun_sub
      ((gaussPrim_hasDerivAt p (x - -R)).comp_sub_const x (-R))).congr_deriv
      (by simp only [gaussShell, sub_neg_eq_add])
  have hpos : ∀ x ∈ Ioi (0 : ℝ), 0 ≤ gaussShell p R x := fun x hx =>
    sub_nonneg.2 (exp_le_exp.2 (by nlinarith [mul_pos hp (mul_pos (mem_Ioi.1 hx) hR)]))
  have hv : ∫ r in Ioi (0 : ℝ), gaussShell p R r = 2 * (R * boys0 (p * R ^ 2)) := by
    refine (integral_Ioi_of_hasDerivAt_of_nonneg' hd hpos
      ((gaussPrim_tendsto hp R).sub (gaussPrim_tendsto hp (-R)))).trans ?_
    rw [gaussPrim_eq_boys p (0 - R), gaussPrim_eq_boys p (0 - -R),
      show p * (0 - R) ^ 2 = p * R ^ 2 by ring, show p * (0 - -R) ^ 2 = p * R ^ 2 by ring]
    ring
  unfold coulombIntegral
  rw [hv]
  linear_combination (2 * √(p / π) * boys0 (p * R ^ 2)) * mul_inv_cancel₀ hR'
```

## (j) The second derivative in the centre distance

*For $p,R>0$ let $g(s)=s\,I(p,s)$. Show that $g$ is differentiable at $R$ and that $g''(R)=R\cdot 2J(p,R)$.*

For $s>0$, (g) gives $g(s)=\sqrt{p/\pi}\,\big[(2s^2+1/p)E(s)+s\,e^{-ps^2}/p\big]$. Differentiating with (b) and (c),
$$g'=\sqrt{p/\pi}\,\Big[4sE+\Big(2s^2+\frac1p\Big)e^{-ps^2}+\frac{e^{-ps^2}}p-2s^2e^{-ps^2}\Big]=\sqrt{p/\pi}\,\Big[4sE+\frac2p e^{-ps^2}\Big],$$
$$g''=\sqrt{p/\pi}\,\big[4E+4s\,e^{-ps^2}-4s\,e^{-ps^2}\big]=4\sqrt{p/\pi}\,E(s).$$
At $s=R$, (e) and (i) turn this into $4\sqrt{p/\pi}\,RF_0(T)=2RJ$. The Laplacian of a spherically symmetric function $\phi(R)$ is $R^{-1}\,d^2(R\phi)/dR^2$, so the result mirrors $\nabla^2r=2/r$; the theorem itself concerns the one-dimensional derivative only.

Its first clause gives differentiability of $g$ at $R$, and its second says that the function `deriv` of $g$ has derivative $2RJ$ there. In the proof, `hev` states that $g$ agrees with the closed form in a neighbourhood of $R$, which is enough to transfer derivatives; `hg` gives $g'$ and the outer `h2` gives $g''$.

```lean
/-- The second derivative in the centre distance of `R` times the `r₁₂` integral exists and equals
`R` times twice the `1/r₁₂` integral. -/
theorem radial_laplacian_r12 {p R : ℝ} (hp : 0 < p) (hR : 0 < R) :
    DifferentiableAt ℝ (fun s => s * r12Integral p s) R ∧
    HasDerivAt (deriv fun s => s * r12Integral p s) (R * (2 * coulombIntegral p R)) R := by
  have hp' := hp.ne'
  have hev : (fun s => s * r12Integral p s) =ᶠ[𝓝 R] fun s =>
      √(p / π) * ((2 * s ^ 2 + 1 / p) * gaussPrim p s + s / p * exp (-p * s ^ 2)) := by
    filter_upwards [lt_mem_nhds hR] with s hs
    have hs' := hs.ne'
    have key : ∀ a X : ℝ, s * (a / s * X) = a * X := by
      intro a X
      field_simp
    unfold r12Integral
    rw [(shell_second_moment hp s).2]
    exact key _ _
  -- first derivative of the closed form
  have hg : ∀ s : ℝ, HasDerivAt (fun s =>
      √(p / π) * ((2 * s ^ 2 + 1 / p) * gaussPrim p s + s / p * exp (-p * s ^ 2)))
      (√(p / π) * (4 * s * gaussPrim p s + 2 / p * exp (-p * s ^ 2))) s := by
    intro s
    have h2 : HasDerivAt (fun s : ℝ => 2 * s ^ 2 + 1 / p) (4 * s) s :=
      ((((hasDerivAt_id' s).fun_pow 2).const_mul 2).add_const (1 / p)).congr_deriv
        (by ring)
    refine (((h2.fun_mul (gaussPrim_hasDerivAt p s)).fun_add
      (((hasDerivAt_id' s).div_const p).fun_mul (gauss_hasDerivAt p s))).const_mul
      (√(p / π))).congr_deriv ?_
    linear_combination (-(√(p / π) * exp (-p * s ^ 2) * 2 * s ^ 2)) * mul_inv_cancel₀ hp'
  -- second derivative: the Gaussian terms cancel
  have h2 : HasDerivAt
      (fun s => √(p / π) * (4 * s * gaussPrim p s + 2 / p * exp (-p * s ^ 2)))
      (R * (2 * coulombIntegral p R)) R := by
    refine (((((hasDerivAt_id' R).const_mul 4).fun_mul (gaussPrim_hasDerivAt p R)).fun_add
      ((gauss_hasDerivAt p R).const_mul (2 / p))).const_mul (√(p / π))).congr_deriv ?_
    rw [coulombIntegral_eq hp hR, gaussPrim_eq_boys p R]
    linear_combination (-(√(p / π) * 4 * R * exp (-p * R ^ 2))) * mul_inv_cancel₀ hp'
  exact ⟨((hg R).congr_of_eventuallyEq hev).differentiableAt,
    h2.congr_of_eventuallyEq (hev.deriv.trans (Eventually.of_forall fun s => (hg s).deriv))⟩

end

end GaussianR12Integral
```

```lean
#print axioms GaussianR12Integral.angular_integral
#print axioms GaussianR12Integral.r12Integral_eq
#print axioms GaussianR12Integral.coulombIntegral_eq
#print axioms GaussianR12Integral.radial_laplacian_r12
```

```
'GaussianR12Integral.angular_integral' depends on axioms: [propext, Classical.choice, Quot.sound]
'GaussianR12Integral.r12Integral_eq' depends on axioms: [propext, Classical.choice, Quot.sound]
'GaussianR12Integral.coulombIntegral_eq' depends on axioms: [propext, Classical.choice, Quot.sound]
'GaussianR12Integral.radial_laplacian_r12' depends on axioms: [propext, Classical.choice, Quot.sound]
```

## Small and large $T$, and evaluation over primitives

What follows is ordinary algebra on (h) and (i) and was not put through Lean. For small $T$, $F_0=1-T/3+\dots$ and $I=(2+2T/3+\dots)/\sqrt{\pi p}$; the limit $2/\sqrt{\pi p}$ is the mean length of a Gaussian vector centred at the origin with variance $1/2p$ per component. For large $T$, $F_0\approx\tfrac12\sqrt{\pi/T}$, so $I\approx R+1/(2pR)$ and $J\approx1/R$, up to exponentially small terms.

In an integral code, each pair of s primitives is first combined by the Gaussian product rule into $K_1e^{-\zeta|\mathbf r_1-\mathbf P|^2}$ and $K_2e^{-\eta|\mathbf r_2-\mathbf Q|^2}$, with constants $K_1,K_2$. These densities are unnormalised, so the primitive integrals are $K_1K_2\,(\pi^2/\zeta\eta)^{3/2}$ times $I$ or $J$; for $J$ this is $2\pi^{5/2}K_1K_2F_0(T)/(\zeta\eta\sqrt{\zeta+\eta})$. The kernel $r_{12}$ needs the same $F_0(T)$ and one exponential, and the closed form has no division by $R$. Derivatives with respect to the product centres $\mathbf P,\mathbf Q$ act through $T$ (derivatives with respect to the centres of the primitives also act on $K_1,K_2$): with $F_1(T)=\int_0^1u^2e^{-Tu^2}\,du$, $F_0'=-F_1$ and $2TF_1=F_0-e^{-T}$ give $\partial I/\partial T=(F_0-F_1)/\sqrt{\pi p}$ at fixed $p$.
